# Two fragments of equal-frequency Drude oscillators, coupled only to each other, bind at least as strongly as second order

## Oscillators, coupling and frequency matrix

The dispersion attraction between two fragments arises from correlations between their charge fluctuations. In the simplified Drude model used here, each fragment is a set of charged harmonic oscillators, all with the same bare frequency $\omega$. Let $u$ and $v$ be the mass-weighted displacements on the first and second fragment. The potential energy is

$$
V=\frac{\omega^2}{2}\left(u^{\mathsf T}u+v^{\mathsf T}v+2\,u^{\mathsf T}Bv\right),
$$

where the real, dimensionless matrix $B$ couples oscillators across the gap. Oscillators within one fragment do not couple to each other. With $N$ one-dimensional oscillators in total, three for each isotropic atom, define

$$
T=\begin{pmatrix}0&B\\B^{\mathsf T}&0\end{pmatrix},\qquad S^2=1+T,\qquad S\ \text{positive semidefinite}.
$$

The eigenvalues of $S$ are the normal-mode frequencies in units of $\omega$. The result is

$$
\operatorname{tr}S\le N-\tfrac14\operatorname{tr}(BB^{\mathsf T}),
$$

with strict inequality when $B\neq0$. Units are $\hbar=1$ and, for the dipole coupling below, $4\pi\varepsilon_0=1$.

In Lean the finite types `m` and `n` label the displacement coordinates of the two fragments, so `n` is an index set and not the total size. The total $N$ is the cardinality of the disjoint union `m ⊕ n`. The type `ι` labels a single set of oscillators where the division into fragments plays no role.

```lean
import Mathlib

open Matrix

namespace BipartiteDispersion

noncomputable section

variable {m n ι : Type*} [Fintype m] [Fintype n] [Fintype ι]
```

The matrix $T$ is `coupling B`. Its zero diagonal blocks express the absence of coupling inside a fragment.

```lean
/-- The coupling matrix of two fragments whose oscillators interact only across the gap,
through the real matrix `B`. -/
def coupling (B : Matrix m n ℝ) : Matrix (m ⊕ n) (m ⊕ n) ℝ :=
  fromBlocks 0 B Bᵀ 0
```

Each normal mode of frequency $\omega s$ contributes $\omega s/2$ to the zero-point energy. Summing over modes and subtracting the uncoupled value gives

$$
E_{\rm int}=\frac{\omega}{2}\operatorname{tr}S-\frac{\omega}{2}N .
$$

The Lean definition takes this expression as its starting point. The step from the quantum Hamiltonian to it, by separation into normal modes, is the standard textbook one and is not formalised here.

```lean
/-- When `S` is the frequency matrix of coupled oscillators in units of their common bare frequency
`ω`, this is their zero-point energy minus that of the uncoupled ones, with `ħ = 1`. -/
def interactionEnergy (ω : ℝ) (S : Matrix ι ι ℝ) : ℝ :=
  ω / 2 * trace S - ω / 2 * (Fintype.card ι : ℝ)
```

For two isotropic atoms of polarizability $\alpha$ separated by $R$ along the third axis, the point-dipole interaction gives

$$
B=\frac{\alpha}{R^3}\,\mathrm{diag}(1,1,-2).
$$

The two transverse entries are positive and the longitudinal one is negative, with twice the magnitude. The interaction is undamped.

```lean
/-- The dipole coupling of two isotropic atoms of polarizability `α` at distance `R ≠ 0`
along the third axis. -/
def dipoleCoupling (α R : ℝ) : Matrix (Fin 3) (Fin 3) ℝ :=
  diagonal ![α / R ^ 3, α / R ^ 3, -2 * α / R ^ 3]
```

## Odd moments vanish for a bipartite coupling

The trace of a block matrix is the sum of the traces of its diagonal blocks.

```lean
/-- The trace over both fragments is the sum of the traces over each. -/
theorem trace_blocks (A : Matrix m m ℝ) (B : Matrix m n ℝ) (C : Matrix n m ℝ)
    (D : Matrix n n ℝ) : trace (fromBlocks A B C D) = trace A + trace D := by
  simp [Matrix.trace, Fintype.sum_sum_type]
```

One application of $T$ moves from one fragment to the other, and two applications lead back:

$$
T^2=\begin{pmatrix}BB^{\mathsf T}&0\\0&B^{\mathsf T}B\end{pmatrix},\qquad
T^3=\begin{pmatrix}0&BB^{\mathsf T}B\\B^{\mathsf T}BB^{\mathsf T}&0\end{pmatrix}.
$$

Since $\operatorname{tr}(B^{\mathsf T}B)=\operatorname{tr}(BB^{\mathsf T})$, it follows that

$$
\operatorname{tr}T=0,\qquad \operatorname{tr}T^2=2\operatorname{tr}(BB^{\mathsf T}),\qquad \operatorname{tr}T^3=0 .
$$

The auxiliary statement `hsq` is the formula for $T^2$. The second moment then uses the cyclic property of the trace, and the third uses one more block multiplication.

```lean
/-- The first and third moments of a bipartite coupling vanish, and the second is twice the
trace of `B Bᵀ`. -/
theorem coupling_moments (B : Matrix m n ℝ) :
    trace (coupling B) = 0 ∧
    trace (coupling B * coupling B) = 2 * trace (B * Bᵀ) ∧
    trace (coupling B * coupling B * coupling B) = 0 := by
  -- two successive couplings lead back to the fragment where they started
  have hsq : coupling B * coupling B = fromBlocks (B * Bᵀ) 0 0 (Bᵀ * B) := by
    simp [coupling, fromBlocks_multiply]
  refine ⟨by simp [coupling, trace_blocks], ?_, ?_⟩
  · rw [hsq, trace_blocks, trace_mul_comm Bᵀ B]
    ring
  · rw [hsq, coupling, fromBlocks_multiply, trace_blocks]
    simp
```

## Choosing the nonnegative frequencies

The equation $S^2=1+T$ alone leaves the sign of each frequency open. Positive semidefiniteness fixes it, and `IsFrequencyMatrix B S` records both conditions. For real matrices, Lean's `PosSemidef` includes symmetry.

Such an $S$ exists exactly when no singular value of $B$ exceeds 1. Beyond that point $1+T$ has a negative eigenvalue and the harmonic system is unstable, which is known as the polarization catastrophe. The theorems take $S$ as given, so they speak only about stable systems, including the limiting case of a zero-frequency mode.

```lean
variable [DecidableEq m] [DecidableEq n] [DecidableEq ι]

/-- `S` is the frequency matrix of the coupled oscillators, in units of the common bare
frequency: it is positive semidefinite and its square is `1 + coupling B`. -/
structure IsFrequencyMatrix (B : Matrix m n ℝ) (S : Matrix (m ⊕ n) (m ⊕ n) ℝ) : Prop where
  posSemidef : S.PosSemidef
  sq_eq : S * S = 1 + coupling B
```

## Positive traces built from the frequency shift

Write $X=S-1$ for the shift of the frequency matrix. It is symmetric, and so is $Y=X^2$. If $P$ is positive semidefinite, then $YPY=Y^{\mathsf T}PY$ is positive semidefinite too, because $z^{\mathsf T}YPYz=(Yz)^{\mathsf T}P(Yz)\ge0$ for every real vector $z$. Hence

$$
\operatorname{tr}(X^2PX^2)\ge0 .
$$

In the proof, `hY` is the symmetry of $Y$. Lean writes the transpose as a conjugate transpose, which is the same thing for real entries.

```lean
/-- For positive semidefinite `S` and `P`, the trace of `P` between two factors `(S - 1)²`
is nonnegative. -/
theorem trace_sandwich_nonneg {S P : Matrix ι ι ℝ} (hS : S.PosSemidef) (hP : P.PosSemidef) :
    0 ≤ trace ((S - 1) ^ 2 * P * (S - 1) ^ 2) := by
  have hY : ((S - 1) ^ 2)ᴴ = (S - 1) ^ 2 := by
    rw [conjTranspose_pow, conjTranspose_sub, conjTranspose_one, hS.isHermitian.eq]
  have h := (hP.conjTranspose_mul_mul_same ((S - 1) ^ 2)).trace_nonneg
  rwa [hY] at h
```

The fourth moment of the shift is a sum of squares:

$$
\operatorname{tr}X^4=\operatorname{tr}(Y^{\mathsf T}Y)=\sum_{ij}Y_{ij}^2\ge0 .
$$

If it vanishes, then $Y=0$. But $Y=X^2=X^{\mathsf T}X$, so the same argument applied to $X$ gives $X=0$, that is, $S=1$. Therefore $\operatorname{tr}X^4>0$ whenever $S\ne1$. The statements `h1` and `h2` are these two successive conclusions.

```lean
/-- If a positive semidefinite frequency matrix differs from the uncoupled one, the fourth
moment of the difference is positive. -/
theorem trace_fourth_pos {S : Matrix ι ι ℝ} (hS : S.PosSemidef) (hne : S ≠ 1) :
    0 < trace ((S - 1) ^ 4) := by
  have hX : (S - 1)ᴴ = S - 1 := by
    rw [conjTranspose_sub, conjTranspose_one, hS.isHermitian.eq]
  have hY : ((S - 1) ^ 2)ᴴ = (S - 1) ^ 2 := by rw [conjTranspose_pow, hX]
  have e : (S - 1) ^ 4 = ((S - 1) ^ 2)ᴴ * (S - 1) ^ 2 := by
    rw [hY]
    exact pow_add (S - 1) 2 2
  rw [e]
  refine lt_of_le_of_ne (posSemidef_conjTranspose_mul_self _).trace_nonneg
    (fun h0 => hne ?_)
  have h1 : (S - 1) ^ 2 = 0 := trace_conjTranspose_mul_self_eq_zero_iff.mp h0.symm
  have h2 : S - 1 = 0 := conjTranspose_mul_self_eq_zero.mp (by rw [hX, ← pow_two, h1])
  exact sub_eq_zero.mp h2
```

## An exact formula for the energy beyond second order

The expansion of the square root for small coupling begins

$$
\sqrt{1+T}=1+\tfrac12T-\tfrac18T^2+\tfrac1{16}T^3-\cdots .
$$

By the moments above, its trace through second order is $N-\tfrac14\operatorname{tr}(BB^{\mathsf T})$, and the third-order term contributes nothing. This explains the name "second order"; the argument needs no convergence of the series.

Instead, take sixteen times the cubic polynomial and subtract $16S$. With $S=1+X$ and $T=S^2-1=2X+X^2$, the terms are

$$
\begin{aligned}
8T&=16X+8X^2,\\
-2T^2&=-8X^2-8X^3-2X^4,\\
T^3&=8X^3+12X^4+6X^5+X^6,\\
16-16S&=-16X .
\end{aligned}
$$

All powers below the fourth cancel in the sum:

$$
16+8T-2T^2+T^3-16S=10X^4+6X^5+X^6 .
$$

Since $S^2+4S+5=X^2+6X+10$, the right-hand side is

$$
X^4(S^2+4S+5)=X^2S^2X^2+4X^2SX^2+5X^4 ,
$$

where the last form uses that $X$ commutes with $S$. Taking the trace gives

$$
16\left(N-\tfrac14\operatorname{tr}(BB^{\mathsf T})-\operatorname{tr}S\right)
=\operatorname{tr}(X^2S^2X^2)+4\operatorname{tr}(X^2SX^2)+5\operatorname{tr}X^4 .
$$

In Lean, `hT` expresses $T$ through $S$, and `key` is the matrix identity, which `noncomm_ring` verifies by expanding both sides. The rest takes the trace and inserts the three moments.

```lean
/-- Sixteen times the gap between the second-order value and the full trace of the frequency matrix,
written as a weighted sum of three traces. -/
theorem second_order_gap {B : Matrix m n ℝ} {S : Matrix (m ⊕ n) (m ⊕ n) ℝ}
    (h : IsFrequencyMatrix B S) :
    16 * ((Fintype.card (m ⊕ n) : ℝ) - trace (B * Bᵀ) / 4 - trace S) =
      trace ((S - 1) ^ 2 * S ^ 2 * (S - 1) ^ 2) +
      4 * trace ((S - 1) ^ 2 * S * (S - 1) ^ 2) + 5 * trace ((S - 1) ^ 4) := by
  have hT : coupling B = S * S - 1 := by
    rw [h.sq_eq]
    abel
  -- the cubic Taylor polynomial of the square root, minus the square root
  have key : (S - 1) ^ 2 * S ^ 2 * (S - 1) ^ 2 + 4 • ((S - 1) ^ 2 * S * (S - 1) ^ 2)
      + 5 • (S - 1) ^ 4 = 16 • (1 : Matrix (m ⊕ n) (m ⊕ n) ℝ) + 8 • coupling B
      - 2 • (coupling B * coupling B) + coupling B * coupling B * coupling B - 16 • S := by
    rw [hT]
    noncomm_ring
  have ht := congrArg trace key
  obtain ⟨h1, h2, h3⟩ := coupling_moments B
  simp only [trace_add, trace_sub, trace_smul, trace_one, h1, h2, h3] at ht
  simp only [nsmul_eq_mul, Nat.cast_ofNat] at ht
  linarith
```

## The bound on the interaction energy

Both $S$ and $S^2$ are positive semidefinite, so every term on the right of the gap formula is nonnegative. This proves the inequality for $\operatorname{tr}S$. Multiplying by $\omega/2$, for $\omega>0$, turns it into

$$
E_{\rm int}\le-\frac{\omega}{8}\operatorname{tr}(BB^{\mathsf T}).
$$

For strictness, suppose $B\ne0$. If $S$ were 1, then $1=S^2=1+T$ would give $T=0$ and hence $B=0$. So $S\ne1$, and the term $5\operatorname{tr}X^4$ is strictly positive.

The theorem states the two parts as a conjunction for $\operatorname{tr}S$. In the strict part, Lean reads off the entry of $S^2=1+T$ in row `Sum.inl i` and column `Sum.inr j`, which is $B_{ij}$. Each part ends with `linarith`, which combines the gap formula with the signs of its terms.

```lean
/-- If `S` is a frequency matrix for the bipartite coupling `B`, its trace is at most the
second-order value, and strictly less when `B` is nonzero. -/
theorem trace_le_second_order {B : Matrix m n ℝ} {S : Matrix (m ⊕ n) (m ⊕ n) ℝ}
    (h : IsFrequencyMatrix B S) :
    trace S ≤ (Fintype.card (m ⊕ n) : ℝ) - trace (B * Bᵀ) / 4 ∧
    (B ≠ 0 → trace S < (Fintype.card (m ⊕ n) : ℝ) - trace (B * Bᵀ) / 4) := by
  have hg := second_order_gap h
  have h2 := trace_sandwich_nonneg h.posSemidef (h.posSemidef.pow 2)
  have h1 := trace_sandwich_nonneg h.posSemidef h.posSemidef
  constructor
  · have h0 : 0 ≤ trace ((S - 1) ^ 4) := by
      rcases eq_or_ne S 1 with hS | hS
      · rw [hS]
        simp
      · exact (trace_fourth_pos h.posSemidef hS).le
    linarith
  · intro hB
    -- an unchanged frequency matrix would mean that there is no coupling
    have hS : S ≠ 1 := by
      intro hS
      apply hB
      ext i j
      have hij := congrFun (congrFun h.sq_eq (Sum.inl i)) (Sum.inr j)
      rw [hS] at hij
      simp [coupling] at hij
      simp [← hij]
    have h0 := trace_fourth_pos h.posSemidef hS
    linarith
```

Many-body dispersion methods also obtain the dispersion energy as a difference of zero-point energies, but in general their oscillators have unequal frequencies and are coupled within fragments as well. For two fragments of equal-frequency oscillators without internal coupling, the bound says that a second-order pairwise sum with the same coupling never overestimates the binding.

## Two identical atoms and London's formula

For the dipole coupling,

$$
\operatorname{tr}(BB^{\mathsf T})=\frac{\alpha^2}{R^6}(1+1+4)=\frac{6\alpha^2}{R^6},
$$

which is positive, so $B\ne0$ and the strict bound applies:

$$
E_{\rm int}<-\frac{\omega}{8}\cdot\frac{6\alpha^2}{R^6}=-\frac34\,\frac{\omega\alpha^2}{R^6}.
$$

The right-hand side is London's dispersion energy for two identical atoms. The theorem compares the coupled-oscillator energy with this expression at each separation for which a frequency matrix exists, namely $R^3\ge2\alpha$. It does not show that the two agree in the limit of large $R$. Real atoms at short range also have damping, overlap and repulsion, which the point-dipole model leaves out.

In the proof, `hB` computes the trace, `hne` deduces that the coupling is nonzero, and the last lines multiply by $\omega/2$ and subtract the uncoupled energy.

```lean
/-- Two identical isotropic Drude atoms with dipole coupling, at positive frequency, polarizability
and distance, bind more strongly than London's formula says, provided that the coupled system has a
frequency matrix `S`. -/
theorem interactionEnergy_lt_london {ω α R : ℝ} (hω : 0 < ω) (hα : 0 < α) (hR : 0 < R)
    {S : Matrix (Fin 3 ⊕ Fin 3) (Fin 3 ⊕ Fin 3) ℝ}
    (h : IsFrequencyMatrix (dipoleCoupling α R) S) :
    interactionEnergy ω S < -(3 / 4 * ω * α ^ 2 / R ^ 6) := by
  have hB : trace (dipoleCoupling α R * (dipoleCoupling α R)ᵀ) = 6 * α ^ 2 / R ^ 6 := by
    rw [dipoleCoupling, diagonal_transpose, diagonal_mul_diagonal, trace_diagonal,
      Fin.sum_univ_three]
    change α / R ^ 3 * (α / R ^ 3) + α / R ^ 3 * (α / R ^ 3)
      + -2 * α / R ^ 3 * (-2 * α / R ^ 3) = _
    ring
  have hne : dipoleCoupling α R ≠ 0 := by
    intro h0
    have hpos : 0 < trace (dipoleCoupling α R * (dipoleCoupling α R)ᵀ) := by
      rw [hB]
      positivity
    rw [h0] at hpos
    simp at hpos
  have hlt := (trace_le_second_order h).2 hne
  rw [hB] at hlt
  have h2 := mul_lt_mul_of_pos_left hlt (half_pos hω)
  have e : ω / 2 * ((Fintype.card (Fin 3 ⊕ Fin 3) : ℝ) - 6 * α ^ 2 / R ^ 6 / 4) =
      ω / 2 * (Fintype.card (Fin 3 ⊕ Fin 3) : ℝ) - 3 / 4 * ω * α ^ 2 / R ^ 6 := by
    ring
  unfold interactionEnergy
  linarith
```

## A strongly coupled pair with explicit frequencies

For one oscillator on each fragment and $B=24/25$, take

$$
S=\frac15\begin{pmatrix}4&3\\3&4\end{pmatrix},\qquad
S^2=\begin{pmatrix}1&24/25\\24/25&1\end{pmatrix}.
$$

With displacements $x$ and $y$, the quadratic form of $S$ is

$$
\tfrac45x^2+\tfrac65xy+\tfrac45y^2=\tfrac35(x+y)^2+\tfrac15(x^2+y^2)\ge0 ,
$$

so $S$ is a frequency matrix. The normal-mode frequencies are $7/5$ and $1/5$ in units of $\omega$. Their sum is $1.6$, while the second-order value is $2-\tfrac14(24/25)^2=1.7696$.

The Lean theorem establishes that this $S$ satisfies both conditions of `IsFrequencyMatrix`. The squares supplied to `nlinarith` are those in the quadratic form above, and the matrix equation is checked entry by entry.

```lean
/-- Two one-dimensional oscillators with coupling `24/25` have the frequency matrix with
diagonal entries `4/5` and off-diagonal entries `3/5`. -/
theorem isFrequencyMatrix_witness :
    IsFrequencyMatrix (!![24 / 25] : Matrix (Fin 1) (Fin 1) ℝ)
      (fromBlocks !![4 / 5] !![3 / 5] !![3 / 5] !![4 / 5]) := by
  constructor
  · apply PosSemidef.of_dotProduct_mulVec_nonneg
    · ext i j
      rcases i with i | i <;> rcases j with j | j <;> fin_cases i <;> fin_cases j <;>
        simp [conjTranspose_apply]
    · intro x
      simp [dotProduct, mulVec, Fintype.sum_sum_type]
      nlinarith [sq_nonneg (x (Sum.inl 0) + x (Sum.inr 0)), sq_nonneg (x (Sum.inl 0)),
        sq_nonneg (x (Sum.inr 0))]
  · ext i j
    rcases i with i | i <;> rcases j with j | j <;> fin_cases i <;> fin_cases j <;>
      simp [coupling, Matrix.mul_apply, Fintype.sum_sum_type] <;> norm_num

end

end BipartiteDispersion
```

```lean
#print axioms BipartiteDispersion.trace_le_second_order
#print axioms BipartiteDispersion.interactionEnergy_lt_london
```

```
'BipartiteDispersion.trace_le_second_order' depends on axioms: [propext, Classical.choice, Quot.sound]
'BipartiteDispersion.interactionEnergy_lt_london' depends on axioms: [propext, Classical.choice, Quot.sound]
```

## Three or more fragments

The polynomial identity and the positivity of its right-hand side use only $S^2=1+T$ and $S$ positive semidefinite. For any real symmetric $T$ with $1+T$ positive semidefinite, the same argument therefore gives

$$
\operatorname{tr}S\le N+\tfrac12\operatorname{tr}T-\tfrac18\operatorname{tr}T^2+\tfrac1{16}\operatorname{tr}T^3 ,
$$

an extension derived here in prose and not formalised. For several fragments without internal coupling, $\operatorname{tr}T=0$, but $\operatorname{tr}T^3$ collects closed paths through three different fragments and can have either sign. The interaction energy is then at most the sum of its second- and third-order terms. If $\operatorname{tr}T^3\le0$, the fragments again bind at least as strongly as second order.
